# With a unit orientation vector, gentlest ascent is linearly stable exactly at index-one saddles aligned with the negative mode

Let $V(r)$ be a potential energy surface, $r$ the position, $H$ the Hessian of $V$ and $q$ an orientation vector. Gentlest ascent dynamics searches for saddle points by reversing the force along $q$ while $q$ turns towards a soft mode:

$$\dot r=-(I-2qq^T)\nabla V(r),\qquad \dot q=(q\cdot Hq)\,q-Hq .$$

This is the form without division by $q\cdot q$. The question is which stationary points attract the linearised flow. Take $\nabla V=0$ and $q=v$, with $Hv=uv$ and $v\cdot v=1$; the number $u$ is the curvature along $v$. In the code, `*ᵥ` is matrix times vector, `⬝ᵥ` is the real dot product and `vecMulVec v v` is $vv^T$.

```lean
import Mathlib

open Matrix

namespace GentlestAscent

variable {n m : Type*} [Fintype n] [DecidableEq n] [Fintype m] [DecidableEq m]
```

The finite index types `n` and `m` label coordinates, so the number of degrees of freedom is arbitrary but finite.

## Stability and the Jacobian

```lean
/-- A real matrix is linearly stable if all its complex eigenvalues have negative real part. -/
def IsLinearlyStable (A : Matrix n n ℝ) : Prop :=
  ∀ (z : ℂ) (x : n → ℂ), x ≠ 0 → A.map Complex.ofReal *ᵥ x = z • x → z.re < 0
```

`IsLinearlyStable A` says that whenever $Ax=zx$ with $z$ complex and $x\neq0$ complex, $\operatorname{Re}z<0$. The map `Complex.ofReal` reads the real entries of $A$ as complex numbers.

```lean
/-- Velocity of the orientation `q` in gentlest ascent dynamics: `(q·Hq) q - Hq`. -/
def orientationVelocity (H : Matrix n n ℝ) (q : n → ℝ) : n → ℝ :=
  (q ⬝ᵥ H *ᵥ q) • q - H *ᵥ q
```

This is the right-hand side of the $q$ equation at fixed position.

```lean
/-- Position block of the Jacobian: `-(I - 2vvᵀ)H`. -/
def translationBlock (H : Matrix n n ℝ) (v : n → ℝ) : Matrix n n ℝ :=
  -((1 - (2 : ℝ) • vecMulVec v v) * H)
```

Differentiating $\dot r$ with respect to $r$ where $\nabla V=0$ leaves this block, $T=-(I-2vv^T)H$.

```lean
/-- The matrix `-H + uI + 2u vvᵀ`. For symmetric `H` and a unit vector `v` with `Hv = uv`, it is the
orientation block of the Jacobian at orientation `v`. -/
def orientationBlock (H : Matrix n n ℝ) (v : n → ℝ) (u : ℝ) : Matrix n n ℝ :=
  -H + u • (1 : Matrix n n ℝ) + (2 * u) • vecMulVec v v
```

The orientation block is $B=-H+uI+2u\,vv^T$. It is obtained as a derivative further down.

```lean
/-- Block matrix that models the Jacobian of gentlest ascent dynamics at a point of zero gradient,
for symmetric `H` and a unit vector `v` with `Hv = uv`; `K` couples the orientation to the position.
-/
def gadJacobian (H K : Matrix n n ℝ) (v : n → ℝ) (u : ℝ) : Matrix (n ⊕ n) (n ⊕ n) ℝ :=
  fromBlocks (translationBlock H v) 0 K (orientationBlock H v u)
```

The Jacobian is $J=\begin{pmatrix}T&0\\K&B\end{pmatrix}$. The upper right block vanishes because $\dot r$ depends on $q$ only through a factor multiplying $\nabla V=0$. For a real surface $K$ contains third derivatives of $V$; here it is any real matrix. The position row is written down as a definition, and its derivation from $V$ is the informal one just given.

## From eigenvalues to quadratic forms

```lean
/-- A real matrix is linearly stable exactly when all complex roots `z` of `det (A - zI) = 0`
have negative real part. -/
theorem stable_iff_det (A : Matrix n n ℝ) : IsLinearlyStable A ↔
    ∀ z : ℂ, (A.map Complex.ofReal - z • (1 : Matrix n n ℂ)).det = 0 → z.re < 0 := by
  have key : ∀ (z : ℂ) (x : n → ℂ), (A.map Complex.ofReal - z • (1 : Matrix n n ℂ)) *ᵥ x = 0 ↔
      A.map Complex.ofReal *ᵥ x = z • x := by
    intro z x
    rw [sub_mulVec, smul_mulVec, one_mulVec, sub_eq_zero]
  constructor
  · intro h z hz
    obtain ⟨x, hx, hxz⟩ := Matrix.exists_mulVec_eq_zero_iff.mpr hz
    exact h z x hx ((key z x).1 hxz)
  · intro h z x hx hxz
    exact h z (Matrix.exists_mulVec_eq_zero_iff.mp ⟨x, hx, (key z x).2 hxz⟩)
```

The equation $Ax=zx$ is the same as $(A-zI)x=0$, which has a nonzero solution exactly when $\det(A-zI)=0$. The step `key` is the rewriting, and `exists_mulVec_eq_zero_iff` supplies the determinant criterion.

```lean
/-- A block triangular matrix is linearly stable exactly when both diagonal blocks are. -/
theorem stable_fromBlocks (A : Matrix n n ℝ) (K : Matrix m n ℝ) (B : Matrix m m ℝ) :
    IsLinearlyStable (fromBlocks A 0 K B) ↔ IsLinearlyStable A ∧ IsLinearlyStable B := by
  have key : ∀ z : ℂ, ((fromBlocks A 0 K B).map Complex.ofReal
      - z • (1 : Matrix (n ⊕ m) (n ⊕ m) ℂ)).det =
      (A.map Complex.ofReal - z • (1 : Matrix n n ℂ)).det *
      (B.map Complex.ofReal - z • (1 : Matrix m m ℂ)).det := by
    intro z
    rw [← det_fromBlocks_zero₁₂ _ (K.map Complex.ofReal) _]
    congr 1
    ext i j
    rcases i with i | i <;> rcases j with j | j <;> simp [Matrix.one_apply]
  simp only [stable_iff_det, key, mul_eq_zero]
  exact ⟨fun h => ⟨fun z hz => h z (Or.inl hz), fun z hz => h z (Or.inr hz)⟩,
    fun h z hz => hz.elim (h.1 z) (h.2 z)⟩
```

For a block triangular matrix,
$$\det(J-zI)=\det(A-zI)\,\det(B-zI),$$
where $A$ and $B$ are the diagonal blocks. The product vanishes exactly when one factor does, so stability of the whole is stability of both blocks, and $K$ drops out.

```lean
omit [DecidableEq n] in
/-- A real matrix whose quadratic form is negative on nonzero vectors is linearly stable. -/
theorem stable_of_negative (A : Matrix n n ℝ) (h : ∀ x, x ≠ 0 → x ⬝ᵥ A *ᵥ x < 0) :
    IsLinearlyStable A := by
  intro z x hx hz
  -- split the eigenvector into real and imaginary parts
  obtain ⟨a, ha⟩ : ∃ a : n → ℝ, ∀ i, a i = (x i).re := ⟨_, fun _ => rfl⟩
  obtain ⟨b, hb⟩ : ∃ b : n → ℝ, ∀ i, b i = (x i).im := ⟨_, fun _ => rfl⟩
  have hA : A *ᵥ a = z.re • a - z.im • b := by
    ext i
    have := congrArg Complex.re (congrFun hz i)
    simpa [mulVec, dotProduct, ha, hb, Complex.re_sum, Complex.mul_re] using this
  have hB : A *ᵥ b = z.re • b + z.im • a := by
    ext i
    have := congrArg Complex.im (congrFun hz i)
    simpa [mulVec, dotProduct, ha, hb, Complex.im_sum, Complex.mul_im] using this
  have hsum : a ⬝ᵥ A *ᵥ a + b ⬝ᵥ A *ᵥ b = z.re * (a ⬝ᵥ a + b ⬝ᵥ b) := by
    rw [hA, hB, dotProduct_sub, dotProduct_add]
    simp only [dotProduct_smul, smul_eq_mul]
    rw [dotProduct_comm b a]
    ring
  have hsq : ∀ y : n → ℝ, 0 ≤ y ⬝ᵥ y := fun y =>
    Finset.sum_nonneg fun i _ => mul_self_nonneg (y i)
  have hle : ∀ y : n → ℝ, y ⬝ᵥ A *ᵥ y ≤ 0 := by
    intro y
    by_cases hy : y = 0
    · simp [hy]
    · exact (h y hy).le
  have hlt : a ⬝ᵥ A *ᵥ a + b ⬝ᵥ A *ᵥ b < 0 := by
    by_cases ha0 : a = 0
    · have hb0 : b ≠ 0 := by
        intro hb0
        apply hx
        ext i
        apply Complex.ext
        · rw [← ha i, ha0]; rfl
        · rw [← hb i, hb0]; rfl
      linarith [hle a, h b hb0]
    · linarith [hle b, h a ha0]
  by_contra hre
  have := mul_nonneg (not_lt.1 hre) (add_nonneg (hsq a) (hsq b))
  linarith
```

Suppose $y\cdot Ay<0$ for all real $y\neq0$. Write $x=a+ib$ and $z=\alpha+i\beta$. The real and imaginary parts of $Ax=zx$ are
$$Aa=\alpha a-\beta b,\qquad Ab=\alpha b+\beta a,$$
which are `hA` and `hB`. Dotting with $a$ and $b$ and adding cancels the $\beta$ terms:
$$a\cdot Aa+b\cdot Ab=\alpha\,(a\cdot a+b\cdot b).$$
Since $a$ and $b$ are not both zero, the left side is negative, which rules out $\alpha\ge0$. Symmetry of $A$ is not used.

```lean
/-- A real symmetric matrix is linearly stable exactly when its quadratic form is negative on
nonzero vectors. -/
theorem stable_iff_negative {A : Matrix n n ℝ} (hA : A.IsSymm) :
    IsLinearlyStable A ↔ ∀ x, x ≠ 0 → x ⬝ᵥ A *ᵥ x < 0 := by
  refine ⟨fun h => ?_, stable_of_negative A⟩
  have hH : (-A).IsHermitian := by
    rw [IsHermitian, conjTranspose_eq_transpose_of_trivial, transpose_neg, hA.eq]
  -- each real eigenvector is also a complex one, so the eigenvalues of -A are positive
  have hpos : (-A).PosDef := hH.posDef_iff_eigenvalues_pos.2 fun k => by
    have he := hH.mulVec_eigenvectorBasis k
    have hneg := h ((-hH.eigenvalues k : ℝ) : ℂ)
      (fun i => ((hH.eigenvectorBasis k).ofLp i : ℂ))
      (fun h0 => hH.eigenvectorBasis.orthonormal.ne_zero k (by
        ext i
        simpa using congrFun h0 i))
      (by
        ext i
        have hi : (A *ᵥ (hH.eigenvectorBasis k).ofLp) i =
            -hH.eigenvalues k * (hH.eigenvectorBasis k).ofLp i := by
          have := congrFun he i
          simp only [neg_mulVec, Pi.neg_apply, Pi.smul_apply, smul_eq_mul] at this
          linarith
        simp only [mulVec, dotProduct, Pi.smul_apply, smul_eq_mul, Matrix.map_apply] at hi ⊢
        exact_mod_cast hi)
    rw [Complex.ofReal_re] at hneg
    linarith
  intro x hx
  have := hpos.dotProduct_mulVec_pos hx
  rw [star_trivial, neg_mulVec, dotProduct_neg] at this
  linarith
```

For symmetric $A$ the converse also holds. The spectral theorem gives an orthonormal basis $e_k$ with $-Ae_k=\lambda_ke_k$. Each $e_k$ is also a complex eigenvector of $A$ with eigenvalue $-\lambda_k$, so stability gives $\lambda_k>0$. Hence $x\cdot Ax=-\sum_k\lambda_k(e_k\cdot x)^2<0$ for $x\neq0$. Lean states the positivity of $-A$ as `PosDef`.

## The two blocks at a stationary point

```lean
section Saddle

variable {H : Matrix n n ℝ} {v : n → ℝ} {u : ℝ}

omit [DecidableEq n] in
private theorem dot_eig (hH : H.IsSymm) (hv : H *ᵥ v = u • v) (x : n → ℝ) :
    v ⬝ᵥ H *ᵥ x = u * (v ⬝ᵥ x) := by
  rw [dotProduct_mulVec, ← mulVec_transpose, hH.eq, hv, smul_dotProduct, smul_eq_mul]
```

Symmetry moves $H$ across the dot product: $v\cdot Hx=(Hv)\cdot x=u\,(v\cdot x)$.

```lean
omit [DecidableEq n] in
private theorem outer_mulVec (v x : n → ℝ) : vecMulVec v v *ᵥ x = (v ⬝ᵥ x) • v := by
  ext i
  simp only [mulVec, dotProduct, vecMulVec_apply, Pi.smul_apply, smul_eq_mul, mul_assoc,
    ← Finset.mul_sum]
  ring
```

This is $(vv^T)x=(v\cdot x)\,v$.

```lean
/-- For symmetric `H` with `Hv = uv`, the position block equals `-H + 2u vvᵀ`. -/
theorem translationBlock_eq (hH : H.IsSymm) (hv : H *ᵥ v = u • v) :
    translationBlock H v = -H + (2 * u) • vecMulVec v v := by
  have hl : v ᵥ* H = u • v := by rw [← mulVec_transpose, hH.eq, hv]
  have hP : vecMulVec v v * H = u • vecMulVec v v := by
    ext i j
    have hj := congrFun hl j
    simp only [vecMul, dotProduct, Pi.smul_apply, smul_eq_mul] at hj
    simp only [Matrix.mul_apply, vecMulVec_apply, Matrix.smul_apply, smul_eq_mul, mul_assoc,
      ← Finset.mul_sum]
    rw [hj]
    ring
  rw [translationBlock, sub_mul, one_mul, smul_mul_assoc, hP]
  module
```

Since $vv^TH=v(Hv)^T=u\,vv^T$, the position block becomes $T=-H+2u\,vv^T$, which is symmetric.

```lean
/-- For symmetric `H` and a unit vector `v` with `Hv = uv`, the orientation block is the
derivative of the orientation velocity at `v`, along every direction `w`. -/
theorem orientation_linearisation (hH : H.IsSymm) (hv : H *ᵥ v = u • v) (hn : v ⬝ᵥ v = 1)
    (w : n → ℝ) : HasDerivAt (fun t : ℝ => orientationVelocity H (v + t • w))
      (orientationBlock H v u *ᵥ w) 0 := by
  -- along a line the velocity is a cubic polynomial in t
  have hf : ∀ t : ℝ, orientationVelocity H (v + t • w) = fun i =>
      (u + t * (2 * u * (v ⬝ᵥ w)) + t * t * (w ⬝ᵥ H *ᵥ w)) * (v i + t * w i)
        - (u * v i + t * (H *ᵥ w) i) := by
    intro t
    have q : (v + t • w) ⬝ᵥ H *ᵥ (v + t • w) =
        u + t * (2 * u * (v ⬝ᵥ w)) + t * t * (w ⬝ᵥ H *ᵥ w) := by
      rw [mulVec_add, mulVec_smul, add_dotProduct, dotProduct_add, dotProduct_add]
      simp only [smul_dotProduct, dotProduct_smul, smul_eq_mul, hv, dot_eig hH hv w, hn,
        dotProduct_comm w v]
      ring
    rw [orientationVelocity, q, mulVec_add, mulVec_smul, hv]
    ext i
    simp only [Pi.sub_apply, Pi.smul_apply, Pi.add_apply, smul_eq_mul]
  rw [funext hf]
  refine hasDerivAt_pi.2 fun i => ?_
  have h1 : HasDerivAt (fun t : ℝ => t) 1 0 := hasDerivAt_id' 0
  refine HasDerivAt.congr_deriv
    (((((h1.mul_const (2 * u * (v ⬝ᵥ w))).const_add u).fun_add
      ((h1.fun_mul h1).mul_const (w ⬝ᵥ H *ᵥ w))).fun_mul
      ((h1.mul_const (w i)).const_add (v i))).fun_sub
      ((h1.mul_const ((H *ᵥ w) i)).const_add (u * v i))) ?_
  simp only [orientationBlock, add_mulVec, neg_mulVec, smul_mulVec, one_mulVec, outer_mulVec,
    Pi.add_apply, Pi.neg_apply, Pi.smul_apply, smul_eq_mul]
  ring
```

Put $q=v+tw$. Then
$$q\cdot Hq=u+2ut\,(v\cdot w)+t^2\,w\cdot Hw,$$
and the velocity is this number times $v+tw$, minus $uv+tHw$. Its coefficient of $t$ is
$$2u(v\cdot w)v+uw-Hw=Bw.$$
So $B$ gives the derivative of the orientation velocity in every direction $w$. Lean establishes the cubic in `hf`, then differentiates each component by the sum and product rules.

```lean
/-- For symmetric `H` and a unit vector `v` with `Hv = uv`, the quadratic form of the position
block is negative on nonzero vectors exactly when `u < 0` and `H` is positive orthogonally to `v`. -/
theorem translation_negative_iff (hH : H.IsSymm) (hv : H *ᵥ v = u • v) (hn : v ⬝ᵥ v = 1) :
    (∀ x, x ≠ 0 → x ⬝ᵥ translationBlock H v *ᵥ x < 0) ↔
      u < 0 ∧ ∀ w, w ≠ 0 → v ⬝ᵥ w = 0 → 0 < w ⬝ᵥ H *ᵥ w := by
  have hq : ∀ x, x ⬝ᵥ translationBlock H v *ᵥ x =
      2 * u * (v ⬝ᵥ x) ^ 2 - x ⬝ᵥ H *ᵥ x := by
    intro x
    rw [translationBlock_eq hH hv, add_mulVec, neg_mulVec, smul_mulVec, outer_mulVec,
      dotProduct_add, dotProduct_neg, dotProduct_smul, dotProduct_smul, dotProduct_comm x v,
      smul_eq_mul, smul_eq_mul]
    ring
  simp only [hq]
  constructor
  · intro h
    constructor
    · have hv0 : v ≠ 0 := by
        rintro rfl
        simp at hn
      have := h v hv0
      rw [dot_eig hH hv, hn] at this
      linarith
    · intro w hw hvw
      have := h w hw
      rw [hvw] at this
      linarith
  · rintro ⟨hu, hpos⟩ x hx
    -- decompose x = c v + w with w orthogonal to v
    obtain ⟨c, hc⟩ : ∃ c, v ⬝ᵥ x = c := ⟨_, rfl⟩
    have horth : v ⬝ᵥ (x - c • v) = 0 := by
      rw [dotProduct_sub, dotProduct_smul, hn, hc, smul_eq_mul]
      ring
    have hw : (x - c • v) ⬝ᵥ H *ᵥ (x - c • v) = x ⬝ᵥ H *ᵥ x - u * c ^ 2 := by
      rw [mulVec_sub, mulVec_smul, hv, sub_dotProduct, dotProduct_sub, dotProduct_sub]
      simp only [smul_dotProduct, dotProduct_smul, smul_eq_mul, dot_eig hH hv x, hn,
        dotProduct_comm x v, hc]
      ring
    rw [hc]
    by_cases h0 : x - c • v = 0
    · have hc0 : c ≠ 0 := by
        rintro rfl
        exact hx (by simpa using h0)
      rw [h0, zero_dotProduct] at hw
      have := mul_neg_of_neg_of_pos hu (pow_pos (abs_pos.2 hc0) 2)
      rw [sq_abs] at this
      linarith
    · have := hpos _ h0 horth
      have := mul_nonneg (neg_nonneg.2 hu.le) (sq_nonneg c)
      linarith
```

The quadratic form of the position block is
$$x\cdot Tx=2u(v\cdot x)^2-x\cdot Hx .$$
If it is negative for all $x\neq0$, then $x=v$ gives $2u-u=u<0$, and a nonzero $x=w$ orthogonal to $v$ gives $w\cdot Hw>0$.

Conversely, set $c=v\cdot x$ and $w=x-cv$, so that $v\cdot w=0$. The cross terms vanish, $x\cdot Hx=uc^2+w\cdot Hw$, and therefore
$$x\cdot Tx=uc^2-w\cdot Hw .$$
If $w\neq0$, the second term makes this negative. If $w=0$, then $c\neq0$ and $uc^2<0$. The code writes $w$ out as `x - c • v`.

## The stability criterion

```lean
/-- Let `H` be symmetric and `v` a unit vector with `Hv = uv`. For any coupling `K`, the gentlest
ascent Jacobian is linearly stable exactly when `u < 0` and `H` is positive orthogonally to `v`. -/
theorem gad_stable_iff (hH : H.IsSymm) (hv : H *ᵥ v = u • v) (hn : v ⬝ᵥ v = 1)
    (K : Matrix n n ℝ) : IsLinearlyStable (gadJacobian H K v u) ↔
      u < 0 ∧ ∀ w, w ≠ 0 → v ⬝ᵥ w = 0 → 0 < w ⬝ᵥ H *ᵥ w := by
  have hT : (translationBlock H v).IsSymm := by
    rw [translationBlock_eq hH hv]
    refine IsSymm.ext fun i j => ?_
    simp only [Matrix.add_apply, Matrix.neg_apply, Matrix.smul_apply, vecMulVec_apply]
    rw [hH.apply i j, mul_comm (v j) (v i)]
  rw [gadJacobian, stable_fromBlocks]
  constructor
  · rintro ⟨hA, _⟩
    exact (translation_negative_iff hH hv hn).1 ((stable_iff_negative hT).1 hA)
  · intro h
    have hneg := (translation_negative_iff hH hv hn).2 h
    refine ⟨stable_of_negative _ hneg, stable_of_negative _ fun x hx => ?_⟩
    -- the orientation block is the position block shifted by u
    have e : orientationBlock H v u = translationBlock H v + u • (1 : Matrix n n ℝ) := by
      rw [orientationBlock, translationBlock_eq hH hv]
      abel
    rw [e, add_mulVec, smul_mulVec, one_mulVec, dotProduct_add, dotProduct_smul, smul_eq_mul]
    have h0 : 0 ≤ x ⬝ᵥ x := Finset.sum_nonneg fun i _ => mul_self_nonneg (x i)
    have := mul_nonneg (neg_nonneg.2 h.1.le) h0
    linarith [hneg x hx]

end Saddle
```

The theorem reads: for symmetric $H$, a unit vector $v$ with $Hv=uv$, and any $K$, all eigenvalues of $J$ have negative real part if and only if $u<0$ and $w\cdot Hw>0$ for every nonzero $w\perp v$. In one dimension there is no such $w$, and the condition is just $u<0$, a maximum.

If $J$ is stable, so is $T$; being symmetric, it has a negative form, and the previous theorem gives the saddle condition. Conversely, that condition makes the form of $T$ negative. Since $B=T+uI$,
$$x\cdot Bx=x\cdot Tx+u\,(x\cdot x)<0\quad(x\neq0),$$
so both blocks are stable.

On a Born–Oppenheimer surface, with overall translation and rotation removed from the coordinates, such saddles are candidate transition states. In the full Cartesian coordinates of a free molecule those motions are zero modes of $H$, so the strict positivity condition fails. The criterion concerns the continuous-time flow linearised with the exact Hessian, not the step size of an optimiser or convergence from far away.

The same argument handles an orientation equation sped up by a constant factor $\gamma>0$. The lower row becomes $(\gamma K,\gamma B)$, and $\gamma B$ is stable exactly when $B$ is, so the criterion is unchanged.

```lean
/-- For `H = diag(-1, 2)`, `v = (1, 0)` and `u = -1`, the gentlest ascent Jacobian is linearly
stable for every coupling `K`. -/
theorem gad_stable_witness (K : Matrix (Fin 2) (Fin 2) ℝ) :
    IsLinearlyStable (gadJacobian !![-1, 0; 0, 2] K ![1, 0] (-1)) := by
  refine (gad_stable_iff ?_ ?_ ?_ K).2 ⟨by norm_num, fun w hw hvw => ?_⟩
  · ext i j
    fin_cases i <;> fin_cases j <;> simp
  · ext i
    fin_cases i <;> simp [mulVec, dotProduct, Fin.sum_univ_two]
  · simp [dotProduct, Fin.sum_univ_two]
  · have h0 : w 0 = 0 := by simpa [dotProduct, Fin.sum_univ_two] using hvw
    have h1 : w 1 ≠ 0 := by
      intro h1
      apply hw
      ext i
      fin_cases i
      · exact h0
      · exact h1
    have hq : w ⬝ᵥ !![-1, 0; 0, 2] *ᵥ w = -(w 0) ^ 2 + 2 * (w 1) ^ 2 := by
      simp [mulVec, dotProduct, Fin.sum_univ_two]
      ring
    rw [hq, h0]
    have : 0 < (w 1) ^ 2 := by positivity
    linarith

end GentlestAscent
```

Here $H$ is the Hessian of $V=\tfrac12(-r_0^2+2r_1^2)$, with $v=(1,0)$ and $u=-1$. The third derivatives of this $V$ vanish, so its own coupling is $K=0$; the theorem gives stability for every $K$, which also covers surfaces with the same Hessian at the saddle and nonzero third derivatives. The proof checks the hypotheses entry by entry. Orthogonality forces $w_0=0$, so $w_1\neq0$ and $w\cdot Hw=2w_1^2>0$. By hand, $T=\mathrm{diag}(-1,-2)$ and $B=\mathrm{diag}(-2,-3)$.

```lean
#print axioms GentlestAscent.orientation_linearisation
#print axioms GentlestAscent.gad_stable_iff
```

```
'GentlestAscent.orientation_linearisation' depends on axioms: [propext, Classical.choice, Quot.sound]
'GentlestAscent.gad_stable_iff' depends on axioms: [propext, Classical.choice, Quot.sound]
```
